# How far an orbital's occupation can differ between two states: a sharp bound from their overlap

An active-space calculation gives an approximate wavefunction, and from it one reads how many electrons occupy a given orbital. A better wavefunction may give another number. If the overlap of the two states is known, how much can the occupation of that orbital have changed?

The occupation is the expectation value of $A=n_\uparrow+n_\downarrow$. The two terms are commuting projections, so the eigenvalues of $A$ are among 0, 1 and 2. The problems use only that $A$ is Hermitian and that its spectrum is bounded. Building $A$ from creation and annihilation operators on a many-electron space is the step left to the reader. The orbital is the same for both states, so natural orbitals that change with the state need a separate argument.

States are vectors in a complex inner product space $E$, whose inner product is conjugate-linear in the first slot. The Hermitian property, `A.IsSymmetric`, reads $\langle Ax,y\rangle=\langle x,Ay\rangle$.

```lean
import Mathlib

open scoped InnerProductSpace

namespace OccupationStability

noncomputable section

variable {E : Type*} [NormedAddCommGroup E] [InnerProductSpace ℂ E]
```

Write $a(x)=\mathrm{Re}\,\langle x,Ax\rangle$, which is `expect A x` in Lean. It is not divided by $\|x\|^2$, so it is the physical expectation value only for unit vectors.

```lean
/-- The real part of `⟨x, A x⟩`. For Hermitian `A` and a unit vector `x` it is the expectation value
of `A` in the state `x`. -/
def expect (A : E →ₗ[ℂ] E) (x : E) : ℝ := (⟪x, A x⟫_ℂ).re
```

## (a) Expectation values are real

**Task.** Show that taking the real part loses nothing: $a(x)=\langle x,Ax\rangle$ for Hermitian $A$.

**Solution.** Conjugation swaps the slots, and the Hermitian property moves $A$ back:
$$\overline{\langle x,Ax\rangle}=\langle Ax,x\rangle=\langle x,Ax\rangle .$$
A number equal to its conjugate is real. The Lean proof uses the same two steps.

```lean
/-- For a Hermitian operator `⟨x, A x⟩` is real, so `expect` is all of it. -/
theorem expect_coe {A : E →ₗ[ℂ] E} (hA : A.IsSymmetric) (x : E) :
    (expect A x : ℂ) = ⟪x, A x⟫_ℂ := by
  apply Complex.conj_eq_iff_re.1
  rw [inner_conj_symm]
  exact hA x x
```

## (b) Transition elements in both directions

**Task.** Show that $\mathrm{Re}\,\langle v,Au\rangle=\mathrm{Re}\,\langle u,Av\rangle$.

**Solution.** We have $\langle v,Au\rangle=\langle Av,u\rangle=\overline{\langle u,Av\rangle}$, and conjugate numbers have equal real parts.

```lean
/-- The real part of a transition element of a Hermitian operator is the same in both
directions. -/
theorem transition_symm {A : E →ₗ[ℂ] E} (hA : A.IsSymmetric) (u v : E) :
    (⟪v, A u⟫_ℂ).re = (⟪u, A v⟫_ℂ).re := by
  rw [← hA v u, ← inner_conj_symm (A v) u, Complex.conj_re]
```

## (c) A difference of expectation values as the real part of one transition element

**Task.** Show that $a(x)-a(y)=\mathrm{Re}\,\langle x-y,A(x+y)\rangle$.

**Solution.** Expanding the right side gives
$$a(x)+\mathrm{Re}\,\langle x,Ay\rangle-\mathrm{Re}\,\langle y,Ax\rangle-a(y),$$
and the middle terms cancel by (b). In Lean, `simp only` expands and `linarith` cancels.

```lean
/-- For a Hermitian operator, `expect A x - expect A y` is the real part of the transition element
between `x - y` and `x + y`. -/
theorem expect_sub_expect {A : E →ₗ[ℂ] E} (hA : A.IsSymmetric) (x y : E) :
    expect A x - expect A y = (⟪x - y, A (x + y)⟫_ℂ).re := by
  have h := transition_symm hA x y
  simp only [expect, map_add, inner_sub_left, inner_add_right, Complex.add_re, Complex.sub_re]
  linarith
```

## (d) Interference in a superposition

**Task.** For real $s$, show that
$$a(su+v)=s^2a(u)+2s\,\mathrm{Re}\,\langle u,Av\rangle+a(v).$$

**Solution.** The expansion has two cross terms, $s\,\mathrm{Re}\,\langle u,Av\rangle$ and $s\,\mathrm{Re}\,\langle v,Au\rangle$. They are equal by (b).

```lean
/-- For a Hermitian operator and real `s`, the unnormalised value `expect A (s u + v)` is the sum of
two direct terms and an interference term. -/
theorem expect_superpose {A : E →ₗ[ℂ] E} (hA : A.IsSymmetric) (s : ℝ) (u v : E) :
    expect A ((s : ℂ) • u + v)
      = s ^ 2 * expect A u + 2 * s * (⟪u, A v⟫_ℂ).re + expect A v := by
  have h := transition_symm hA u v
  simp only [expect, map_add, map_smul, inner_add_left, inner_add_right, inner_smul_left,
    inner_smul_right, Complex.conj_ofReal, Complex.add_re, Complex.re_ofReal_mul, h]
  ring
```

## (e) The spectral width limits the coupling

**Task.** Suppose that $m\|x\|^2\le a(x)\le M\|x\|^2$ for all $x$, and that $\mathrm{Re}\,\langle u,v\rangle=0$. With $r=\mathrm{Re}\,\langle u,Av\rangle$, show that
$$4r^2\le(M-m)^2\,\|u\|^2\|v\|^2 .$$

**Solution.** Part (d) with the identity in place of $A$ gives $\|\pm su+v\|^2=s^2\|u\|^2+\|v\|^2$; this is `hid`. Apply the upper bound at $su+v$ and the lower bound at $-su+v$:
$$s^2a(u)+2sr+a(v)\le M\left(s^2\|u\|^2+\|v\|^2\right),$$
$$m\left(s^2\|u\|^2+\|v\|^2\right)\le s^2a(u)-2sr+a(v).$$
Adding the two inequalities removes $a(u)$ and $a(v)$ and leaves, for every real $s$,
$$0\le(M-m)\|u\|^2s^2-4rs+(M-m)\|v\|^2 .$$
This is `key`. A quadratic that is never negative has discriminant at most zero, so $16r^2-4(M-m)^2\|u\|^2\|v\|^2\le0$, which is the claim. If the leading coefficient vanishes, the expression is linear in $s$ and can stay nonnegative only if $r=0$, so the claim still holds. The lemma `discrim_le_zero` includes this case.

```lean
/-- If the expectation values of a Hermitian operator on unit vectors lie in `[m, M]`, its real
coupling between vectors with `Re ⟨u, v⟩ = 0` is at most `(M - m) / 2` times their norms
(stated in squared form). -/
theorem coupling_sq_le {A : E →ₗ[ℂ] E} (hA : A.IsSymmetric) {m M : ℝ}
    (hb : ∀ x, m * ‖x‖ ^ 2 ≤ expect A x ∧ expect A x ≤ M * ‖x‖ ^ 2)
    {u v : E} (huv : (⟪u, v⟫_ℂ).re = 0) :
    4 * (⟪u, A v⟫_ℂ).re ^ 2 ≤ (M - m) ^ 2 * (‖u‖ ^ 2 * ‖v‖ ^ 2) := by
  have hn : ∀ x : E, expect LinearMap.id x = ‖x‖ ^ 2 := fun x =>
    inner_self_eq_norm_sq (𝕜 := ℂ) x
  have hid : ∀ s : ℝ, ‖(s : ℂ) • u + v‖ ^ 2 = s ^ 2 * ‖u‖ ^ 2 + ‖v‖ ^ 2 := by
    intro s
    have h := expect_superpose (A := LinearMap.id) (fun _ _ => rfl) s u v
    simp only [hn, LinearMap.id_apply, huv] at h
    linarith
  -- compare the upper bound at `s u + v` with the lower bound at `-s u + v`
  have key : ∀ s : ℝ, 0 ≤ ((M - m) * ‖u‖ ^ 2) * (s * s)
      + (-(4 * (⟪u, A v⟫_ℂ).re)) * s + (M - m) * ‖v‖ ^ 2 := by
    intro s
    have h1 := (hb ((s : ℂ) • u + v)).2
    have h2 := (hb (((-s : ℝ) : ℂ) • u + v)).1
    rw [expect_superpose hA, hid] at h1 h2
    nlinarith [h1, h2]
  -- a quadratic in `s` that is never negative has no positive discriminant
  have hd := discrim_le_zero key
  unfold discrim at hd
  nlinarith [hd]
```

## (f) From overlap to expectation values

**Task.** Under the same bounds on $a$, let $\psi,\varphi$ be unit vectors. Show that
$$|a(\psi)-a(\varphi)|\le(M-m)\sqrt{1-|\langle\psi,\varphi\rangle|^2}.$$

**Solution.** Let $f=|\langle\psi,\varphi\rangle|$. Choose a phase $c$, $|c|=1$, with $c\langle\psi,\varphi\rangle=f$, and set $\chi=c\varphi$. The phase drops out of the expectation value, so $a(\chi)=a(\varphi)$; this is `he`. Since the overlap of $\psi$ and $\chi$ is now real,
$$\|\psi-\chi\|^2=2-2f,\qquad \|\psi+\chi\|^2=2+2f .$$
Part (c) for the identity gives $\mathrm{Re}\,\langle\psi-\chi,\psi+\chi\rangle=1-1=0$, which is `horth`. So (e) applies to $u=\psi-\chi$ and $v=\psi+\chi$, and by (c) the coupling $r$ is $a(\psi)-a(\varphi)$:
$$4\,(a(\psi)-a(\varphi))^2\le(M-m)^2(2-2f)(2+2f)=4(M-m)^2(1-f^2).$$
Divide by 4 and take the root. The bounds at the unit vector $\psi$ give $m\le M$, so the root of $(M-m)^2$ is $M-m$.

```lean
/-- If the expectation values of a Hermitian operator on unit vectors lie in `[m, M]`, those of
two unit vectors differ by at most `(M - m) √(1 - |⟨ψ, φ⟩|²)`. -/
theorem expect_diff_le {A : E →ₗ[ℂ] E} (hA : A.IsSymmetric) {m M : ℝ}
    (hb : ∀ x, m * ‖x‖ ^ 2 ≤ expect A x ∧ expect A x ≤ M * ‖x‖ ^ 2)
    {ψ φ : E} (hψ : ‖ψ‖ = 1) (hφ : ‖φ‖ = 1) :
    |expect A ψ - expect A φ| ≤ (M - m) * √(1 - ‖⟪ψ, φ⟫_ℂ‖ ^ 2) := by
  have hmM : 0 ≤ M - m := by
    have h := hb ψ
    rw [hψ] at h
    linarith [h.1, h.2]
  -- choose the phase of `φ` that makes the overlap real and nonnegative
  obtain ⟨c, hc, hz⟩ := RCLike.exists_norm_eq_mul_self ⟪ψ, φ⟫_ℂ
  have hcc : (starRingEnd ℂ) c * c = 1 := by
    rw [mul_comm, Complex.mul_conj, Complex.normSq_eq_norm_sq, hc]
    norm_num
  have he : expect A (c • φ) = expect A φ := by
    unfold expect
    rw [map_smul, inner_smul_left, inner_smul_right, ← mul_assoc, hcc, one_mul]
  have hχ : ‖c • φ‖ = 1 := by rw [norm_smul, hc, hφ, one_mul]
  have hr : RCLike.re ⟪ψ, c • φ⟫_ℂ = ‖⟪ψ, φ⟫_ℂ‖ := by
    rw [inner_smul_right, ← hz]
    exact Complex.ofReal_re _
  have hU := norm_sub_sq (𝕜 := ℂ) ψ (c • φ)
  have hV := norm_add_sq (𝕜 := ℂ) ψ (c • φ)
  rw [hψ, hχ, hr] at hU hV
  have horth : (⟪ψ - c • φ, ψ + c • φ⟫_ℂ).re = 0 := by
    have h := expect_sub_expect (A := LinearMap.id) (fun _ _ => rfl) ψ (c • φ)
    have h1 : expect LinearMap.id ψ = ‖ψ‖ ^ 2 := inner_self_eq_norm_sq (𝕜 := ℂ) ψ
    have h2 : expect LinearMap.id (c • φ) = ‖c • φ‖ ^ 2 :=
      inner_self_eq_norm_sq (𝕜 := ℂ) (c • φ)
    rw [h1, h2, hψ, hχ, LinearMap.id_apply] at h
    linarith
  have hk := coupling_sq_le hA hb horth
  rw [← expect_sub_expect hA, he, hU, hV] at hk
  have hsq : (expect A ψ - expect A φ) ^ 2 ≤ (M - m) ^ 2 * (1 - ‖⟪ψ, φ⟫_ℂ‖ ^ 2) := by
    nlinarith [hk]
  calc |expect A ψ - expect A φ| ≤ √((M - m) ^ 2 * (1 - ‖⟪ψ, φ⟫_ℂ‖ ^ 2)) :=
        Real.abs_le_sqrt hsq
    _ = (M - m) * √(1 - ‖⟪ψ, φ⟫_ℂ‖ ^ 2) := by
        rw [Real.sqrt_mul (sq_nonneg _), Real.sqrt_sq hmM]
```

## (g) From eigenvalues to expectation values

**Task.** Let $E$ be finite-dimensional and let all eigenvalues of $A$ lie in $[m,M]$. Derive the bounds assumed in (e):
$$m\|x\|^2\le a(x)\le M\|x\|^2 .$$

**Solution.** Take an orthonormal eigenbasis $b_i$ with eigenvalues $\lambda_i$ (`ev i` in Lean). Then $\langle b_i,Ax\rangle=\lambda_i\langle b_i,x\rangle$, and therefore
$$a(x)=\sum_i\lambda_i|\langle b_i,x\rangle|^2,\qquad \|x\|^2=\sum_i|\langle b_i,x\rangle|^2 .$$
Replacing each $\lambda_i$ by $m$ or by $M$ gives the two inequalities. These sums are `hE` and `hN`. The hypothesis `hspec` speaks only of real eigenvalues, which are all that a Hermitian operator has.

```lean
/-- In finite dimension, if all eigenvalues of a Hermitian operator lie in `[m, M]`, then
`expect A x` lies between `m ‖x‖²` and `M ‖x‖²` for every vector `x`. -/
theorem expect_bounds [FiniteDimensional ℂ E] {A : E →ₗ[ℂ] E} (hA : A.IsSymmetric) {m M : ℝ}
    (hspec : ∀ μ : ℝ, Module.End.HasEigenvalue A (μ : ℂ) → μ ∈ Set.Icc m M) (x : E) :
    m * ‖x‖ ^ 2 ≤ expect A x ∧ expect A x ≤ M * ‖x‖ ^ 2 := by
  let b := hA.eigenvectorBasis rfl
  let ev := hA.eigenvalues rfl
  have hev : ∀ i, ev i ∈ Set.Icc m M := fun i => hspec _
    (Module.End.hasEigenvalue_of_hasEigenvector (hA.hasEigenvector_eigenvectorBasis rfl i))
  -- `expect A x` is the sum of the eigenvalues weighted by the squared components of `x`
  have hE : expect A x = ∑ i, ev i * ‖⟪b i, x⟫_ℂ‖ ^ 2 := by
    unfold expect
    rw [← b.sum_inner_mul_inner x (A x), Complex.re_sum]
    refine Finset.sum_congr rfl fun i _ => ?_
    have h1 : ⟪b i, A x⟫_ℂ = (ev i : ℂ) * ⟪b i, x⟫_ℂ := by
      rw [← hA (b i) x, show A (b i) = (ev i : ℂ) • b i from hA.apply_eigenvectorBasis rfl i,
        inner_smul_left, Complex.conj_ofReal]
    rw [h1, ← inner_conj_symm x (b i)]
    generalize ⟪b i, x⟫_ℂ = z
    simp only [Complex.sq_norm, Complex.normSq_apply, Complex.mul_re, Complex.mul_im,
      Complex.conj_re, Complex.conj_im, Complex.ofReal_re, Complex.ofReal_im]
    ring
  have hN : ‖x‖ ^ 2 = ∑ i, ‖⟪b i, x⟫_ℂ‖ ^ 2 := (b.sum_sq_norm_inner_right x).symm
  rw [hE, hN, Finset.mul_sum, Finset.mul_sum]
  exact ⟨Finset.sum_le_sum fun i _ => mul_le_mul_of_nonneg_right (hev i).1 (sq_nonneg _),
    Finset.sum_le_sum fun i _ => mul_le_mul_of_nonneg_right (hev i).2 (sq_nonneg _)⟩
```

## (h) The bound for orbital occupations

**Task.** Let $E$ be finite-dimensional and let $A$ be Hermitian with eigenvalues in $[0,2]$. For unit vectors, show that
$$|\langle\psi,A\psi\rangle-\langle\varphi,A\varphi\rangle|\le2\sqrt{1-|\langle\psi,\varphi\rangle|^2}.$$

**Solution.** Part (g) with $m=0$, $M=2$ supplies the hypothesis of (f), and (f) gives the bound for $a$. By (a), $a$ is the full expectation value. Lean states the left side as the norm of a complex difference, and `expect_coe` converts it.

For two wavefunctions in the same finite-dimensional configuration space, a squared overlap of 0.99 thus limits the change in a fixed orbital's occupation to 0.2 electrons. In the limit of overlap modulus one the occupations agree. For orthogonal states the bound is 2, which the spectrum alone already gives.

```lean
/-- Stability of occupations: for a Hermitian operator with eigenvalues in `[0, 2]` on a
finite-dimensional space, the expectation values in two unit vectors differ by at most
`2 √(1 - |⟨ψ, φ⟩|²)`. -/
theorem occupation_stability [FiniteDimensional ℂ E] {A : E →ₗ[ℂ] E} (hA : A.IsSymmetric)
    (hspec : ∀ μ : ℝ, Module.End.HasEigenvalue A (μ : ℂ) → μ ∈ Set.Icc 0 2)
    {ψ φ : E} (hψ : ‖ψ‖ = 1) (hφ : ‖φ‖ = 1) :
    ‖⟪ψ, A ψ⟫_ℂ - ⟪φ, A φ⟫_ℂ‖ ≤ 2 * √(1 - ‖⟪ψ, φ⟫_ℂ‖ ^ 2) := by
  have h := expect_diff_le hA (expect_bounds hA hspec) hψ hφ
  rw [sub_zero] at h
  rw [← expect_coe hA ψ, ← expect_coe hA φ, ← Complex.ofReal_sub, Complex.norm_real,
    Real.norm_eq_abs]
  exact h
```

## (i) A two-level example

**Task.** Place one electron pair in either of two orbitals. In the basis "pair in the first orbital, pair in the second", the occupation of the first orbital is $A=\mathrm{diag}(2,0)$. Show that it meets the hypotheses of (h): it is Hermitian, and every eigenvalue $\mu$ satisfies $0\le\mu\le2$.

**Solution.** With components numbered from 0, both $\langle Ax,y\rangle$ and $\langle x,Ay\rangle$ equal $2\overline{x_0}y_0$. An eigenvector $v$ obeys $2v_0=\mu v_0$ and $0=\mu v_1$. If $v_0\ne0$, then $\mu=2$. Otherwise $v_1\ne0$, and $\mu=0$. The operator is called `pairNumber`, although it counts electrons and not pairs.

```lean
/-- The operator `diag(2, 0)` on a two-level space. -/
def pairNumber : EuclideanSpace ℂ (Fin 2) →ₗ[ℂ] EuclideanSpace ℂ (Fin 2) where
  toFun x := !₂[2 * x 0, 0]
  map_add' x y := by
    ext i
    fin_cases i <;> simp [mul_add]
  map_smul' a x := by
    ext i
    fin_cases i <;> simp [mul_left_comm]
```

The Lean proof makes the same case distinction on `v 0 = 0`.

```lean
/-- The operator `diag(2, 0)` is Hermitian and its eigenvalues lie in `[0, 2]`. -/
theorem occupation_stability_witness : pairNumber.IsSymmetric ∧
    ∀ μ : ℝ, Module.End.HasEigenvalue pairNumber (μ : ℂ) → μ ∈ Set.Icc 0 2 := by
  constructor
  · intro x y
    have h2 : (starRingEnd ℂ) (2 : ℂ) = 2 := map_ofNat (starRingEnd ℂ) 2
    simp [pairNumber, PiLp.inner_apply, Fin.sum_univ_two]
    linear_combination (y.ofLp 0 * (starRingEnd ℂ) (x.ofLp 0)) * h2
  · intro μ hμ
    obtain ⟨v, hv⟩ := hμ.exists_hasEigenvector
    have h := hv.apply_eq_smul
    have h0 : (2 : ℂ) * v 0 = μ * v 0 :=
      congrArg (fun w : EuclideanSpace ℂ (Fin 2) => w 0) h
    have h1 : (0 : ℂ) = μ * v 1 :=
      congrArg (fun w : EuclideanSpace ℂ (Fin 2) => w 1) h
    by_cases hz : v 0 = 0
    · have hv1 : v 1 ≠ 0 := by
        intro h'
        apply hv.2
        ext i
        fin_cases i
        · exact hz
        · exact h'
      have hμ0 : μ = 0 := by
        exact_mod_cast (mul_eq_zero.1 h1.symm).resolve_right hv1
      rw [hμ0]
      norm_num
    · have h2 : (2 : ℂ) = (μ : ℂ) := mul_right_cancel₀ hz h0
      have hμ2 : μ = 2 := by
        exact_mod_cast h2.symm
      rw [hμ2]
      norm_num
```

## (j) Equality for non-parallel states

**Task.** Let $c,s$ now be real amplitudes with $c^2+s^2=1$ and $c^2\ne s^2$. For $A=\mathrm{diag}(2,0)$, $\psi=(c,s)$ and $\varphi=(s,c)$, show that both vectors have norm one, that $|\langle\psi,\varphi\rangle|<1$, and that
$$|a(\psi)-a(\varphi)|=2\sqrt{1-|\langle\psi,\varphi\rangle|^2}.$$

**Solution.** Both squared norms are $c^2+s^2=1$. The overlap is $2cs$, and
$$1-4c^2s^2=(c^2+s^2)^2-4c^2s^2=(c^2-s^2)^2>0 .$$
So the overlap has modulus below one, and the unit vectors are not parallel. The occupations are $2c^2$ and $2s^2$. Their difference has modulus $2|c^2-s^2|$, which is the right side. In Lean, `he` computes the occupations, `ho` the overlap, and `hsq` the identity above.

The simplest pair is $c=1$, $s=0$: the electron pair sits wholly in one orbital or wholly in the other, and the occupation changes from 2 to 0.

```lean
/-- The bound is sharp: for `diag(2, 0)` and real `c, s` with `c² + s² = 1` and `c² ≠ s²`, the
unit vectors `(c, s)` and `(s, c)` have overlap of modulus below one and attain equality. -/
theorem occupation_stability_sharp {c s : ℝ} (h : c ^ 2 + s ^ 2 = 1) (hne : c ^ 2 ≠ s ^ 2) :
    let ψ : EuclideanSpace ℂ (Fin 2) := !₂[(c : ℂ), (s : ℂ)]
    let φ : EuclideanSpace ℂ (Fin 2) := !₂[(s : ℂ), (c : ℂ)]
    ‖ψ‖ = 1 ∧ ‖φ‖ = 1 ∧ ‖⟪ψ, φ⟫_ℂ‖ < 1 ∧
      |expect pairNumber ψ - expect pairNumber φ| = 2 * √(1 - ‖⟪ψ, φ⟫_ℂ‖ ^ 2) := by
  intro ψ φ
  have hn : ∀ a b : ℝ, a ^ 2 + b ^ 2 = 1 →
      ‖(!₂[(a : ℂ), (b : ℂ)] : EuclideanSpace ℂ (Fin 2))‖ = 1 := by
    intro a b hab
    simp [EuclideanSpace.norm_eq, Fin.sum_univ_two, hab]
  have he : ∀ a b : ℝ, expect pairNumber !₂[(a : ℂ), (b : ℂ)] = 2 * a ^ 2 := by
    intro a b
    simp [expect, pairNumber, PiLp.inner_apply, Fin.sum_univ_two]
    ring
  have ho : ⟪ψ, φ⟫_ℂ = ((2 * c * s : ℝ) : ℂ) := by
    simp [ψ, φ, PiLp.inner_apply, Fin.sum_univ_two]
    ring
  have hsq : 1 - (2 * c * s) ^ 2 = (c ^ 2 - s ^ 2) ^ 2 := by
    linear_combination (-(c ^ 2 + s ^ 2 + 1)) * h
  have hpos : 0 < (c ^ 2 - s ^ 2) ^ 2 :=
    lt_of_le_of_ne (sq_nonneg _) (pow_ne_zero 2 (sub_ne_zero.2 hne)).symm
  refine ⟨hn c s h, hn s c (by linarith), ?_, ?_⟩
  · rw [ho, Complex.norm_real, Real.norm_eq_abs]
    exact (sq_lt_one_iff_abs_lt_one _).1 (by linarith)
  · rw [ho, Complex.norm_real, Real.norm_eq_abs, sq_abs, hsq, Real.sqrt_sq_eq_abs,
      he c s, he s c, ← mul_sub, abs_mul, abs_two]

end

end OccupationStability
```

```lean
#print axioms OccupationStability.occupation_stability
-- 'OccupationStability.occupation_stability' depends on axioms: [propext, Classical.choice, Quot.sound]
#print axioms OccupationStability.occupation_stability_sharp
-- 'OccupationStability.occupation_stability_sharp' depends on axioms: [propext, Classical.choice, Quot.sound]
```
